# Penalty inversion of a ground density of v has density error at most 2‖v‖/λ

## Choosing the penalty strength

When a local potential is to be recovered from a given density by a penalty method, one has to choose a penalty strength λ and judge how far the computed density may still be from the target. Suppose that the method minimises T(n) + (λ/2)‖n − n0‖², where n0 is the target and T is a functional such as the non-interacting kinetic energy. If n0 is a ground density of some potential v for the same T, and the penalised minimisation is solved exactly, the distance is at most 2‖v‖/λ. A density tolerance ε > 0 is therefore met by any positive λ ≥ 2‖v‖/ε. Since v is usually what the inversion is looking for, using this rule requires an estimate of its norm.

The bounds below control the density and the functional T; they do not show that the recovered potential is close to v.

## Two minimisations over the same densities

Let V be a real inner-product space whose vectors represent densities and potentials. On a finite grid, ⟨v,n⟩ is the quadrature sum for the external energy, and ‖n‖² = ⟨n,n⟩. Let D be the set of admissible densities and T a real functional, for instance the non-interacting kinetic energy.

The target n0 belongs to D and minimises

T(n) + ⟨v,n⟩

over D. The penalty density m belongs to D and minimises

T(n) + (λ/2)‖n − n0‖²

over D. In Lean these two conditions are `IsGroundDensity D T v n0` and `IsPenaltyDensity D T lam n0 m`, with `lam` for λ. The factor 1/2 in the penalty is a convention that fixes the constants below. If T is the non-interacting kinetic energy, v is the Kohn–Sham potential of the target, also when n0 was computed for interacting electrons.

No positivity, normalisation or smoothness is built in, and V may have infinite dimension. The potential v must itself be a vector of V. For square-integrable functions on all of three-dimensional space this excludes −Z/r, whose square is not integrable at large distances; in a finite box it is allowed. That the minimisers exist is assumed. They need not be unique, and the bounds hold for every choice. The pairing with v and the penalty norm come from the same inner product, so a penalty in a different metric, such as the Coulomb energy of n − n0, requires v to be represented in that metric too.

## The error from two comparisons

The theorem `penalty_inversion_error` says that for λ > 0

‖m − n0‖ ≤ 2‖v‖/λ

0 ≤ T(n0) − T(m) ≤ 2‖v‖²/λ.

To derive this, first test the minimality of m against n0, where the penalty vanishes:

T(m) + (λ/2)‖m − n0‖² ≤ T(n0).

Then test the minimality of n0 against m:

T(n0) + ⟨v,n0⟩ ≤ T(m) + ⟨v,m⟩.

Rearranged, the two inequalities form a chain:

(λ/2)‖m − n0‖² ≤ T(n0) − T(m) ≤ ⟨v, m − n0⟩.

The left end is nonnegative, so T(m) ≤ T(n0). Write d = ‖m − n0‖. By Cauchy–Schwarz the right end is at most ‖v‖d, hence

(λ/2)d² ≤ ‖v‖d.

If d = 0 the density bound is trivial. Otherwise division by d gives d ≤ 2‖v‖/λ. Inserting this into T(n0) − T(m) ≤ ‖v‖d gives the bound 2‖v‖²/λ.

If λ tends to infinity with n0 fixed, the density error tends to zero. This is `penalty_density_tendsto`, which holds for any family of penalty densities, one for each λ > 0.

## Removing a constant from the potential

A constant added to v can change its norm but not the physics at fixed particle number. Let c be the vector for which ⟨c,n⟩ is the particle number; on a grid it is the constant function 1. If ⟨c,n⟩ = N for every n in D, replacing v by v − μc changes every energy by the same amount −μN. The target remains a ground density, and therefore

‖m − n0‖ ≤ 2‖v − μc‖/λ

for every real μ. The theorem `error_gauge_shift` states this for the density error. On a grid the right-hand side is smallest when μ is the weighted average of v.

## Convexity and the recovered potential

Now let D be a convex set and T convex on it. Physically, this means that densities may be mixed and that mixing does not raise T above the average, as happens when T is defined by a search over ensembles. Then m is itself a ground density, and its potential is explicit:

u = λ(m − n0).

For the derivation, take n in D and 0 < t ≤ 1, and compare m with (1 − t)m + tn. Minimality of m, convexity of T and expansion of the square give

T(m) + (λ/2)‖m − n0‖² ≤ (1 − t)T(m) + tT(n) + (λ/2)(‖m − n0‖² + 2t⟨m − n0, n − m⟩ + t²‖n − m‖²).

Subtract the left side and divide by t:

0 ≤ T(n) − T(m) + λ⟨m − n0, n − m⟩ + t(λ/2)‖n − m‖².

As t shrinks to zero the last term disappears, and what remains is

T(m) + ⟨u,m⟩ ≤ T(n) + ⟨u,n⟩.

This is `penalty_potential`. It does not require n0 to be a ground density of anything.

If n0 is a ground density of v and λ > 0, setting n = n0 gives

λ‖m − n0‖² ≤ T(n0) − T(m) ≤ ‖v‖‖m − n0‖.

The factor 1/2 on the left has gone, so both bounds improve by a factor of two:

‖m − n0‖ ≤ ‖v‖/λ

T(n0) − T(m) ≤ ‖v‖²/λ.

These are the two conclusions of `convex_inversion_error`.

## Two densities that attain the general bounds

Take T(n) = −⟨v,n⟩ and let D contain only 0 and w = (2/λ)v. Then T(n) + ⟨v,n⟩ = 0 for both, so n0 = 0 is a valid target. The penalised energy is 0 at n = 0, and at w it is

−2‖v‖²/λ + (λ/2)(4‖v‖²/λ²) = 0.

Thus m = w is a valid penalty density, at distance 2‖v‖/λ from the target, and T(n0) − T(m) = 2‖v‖²/λ. Both general bounds are attained, as `error_bounds_sharp` states. This is an abstract example and not a model of electrons: one density is zero, w may take negative values, and T is not a kinetic energy. Here T is linear, and for v ≠ 0 it is the set D that fails to be convex. The improved constants therefore fail for some non-convex D, even with a linear T. For v = 0 the two densities coincide and all errors vanish.

## A single grid point

The smallest grid shows how the error behaves in a smooth case; this example is worked by hand and is not part of the Lean code. Let V and D be the real line and T(n) = an²/2 with a > 0. This is a toy model, in which n may be negative and the particle number is not fixed. The target is n0 = −v/a, and the penalty condition am + λ(m − n0) = 0 gives

m − n0 = v/(a + λ).

For v ≠ 0 the size of the error lies below the convex bound |v|/λ and approaches it in ratio as λ grows. The recovered potential is λv/(a + λ), which tends to v in this model.

## The bounds in Lean 4

```lean
import Mathlib

open Filter Topology
open scoped InnerProductSpace

namespace PenaltyInversion

variable {V : Type*} [NormedAddCommGroup V] [InnerProductSpace ℝ V]

/-- The density `n0` minimizes `T(n) + ⟨v, n⟩` over the admissible set `D`. -/
def IsGroundDensity (D : Set V) (T : V → ℝ) (v n0 : V) : Prop :=
  n0 ∈ D ∧ ∀ n ∈ D, T n0 + ⟪v, n0⟫_ℝ ≤ T n + ⟪v, n⟫_ℝ

/-- The density `m` minimizes `T(n) + (lam/2) ‖n - n0‖²` over the admissible set `D`,
where `n0` is the target density. -/
def IsPenaltyDensity (D : Set V) (T : V → ℝ) (lam : ℝ) (n0 m : V) : Prop :=
  m ∈ D ∧ ∀ n ∈ D, T m + lam / 2 * ‖m - n0‖ ^ 2 ≤ T n + lam / 2 * ‖n - n0‖ ^ 2

/-- A nonnegative distance `d` with `a d² ≤ k d`, where `a > 0` and `k ≥ 0`, is at most `k / a`. -/
lemma le_div_of_quadratic {a d k : ℝ} (ha : 0 < a) (hd : 0 ≤ d) (hk : 0 ≤ k)
    (h : a * d ^ 2 ≤ k * d) : d ≤ k / a := by
  rw [le_div_iff₀ ha]
  rcases eq_or_lt_of_le hd with h0 | hpos
  · rw [← h0, zero_mul]
    exact hk
  · exact le_of_mul_le_mul_left (by linarith : d * (d * a) ≤ d * k) hpos

/-- If `a + t b` is nonnegative for every step `t` in `(0, 1]`, then the first-order
term `a` is nonnegative. -/
lemma first_order_nonneg {a b : ℝ} (h : ∀ t : ℝ, 0 < t → t ≤ 1 → 0 ≤ a + t * b) :
    0 ≤ a := by
  rcases le_total b 0 with hb | hb
  · have h1 := h 1 one_pos le_rfl
    linarith
  · by_contra hcon
    have ha : a < 0 := not_le.mp hcon
    have hden : 0 < 2 * (b - a) := by linarith
    -- a step short enough for the first-order term to dominate
    obtain ⟨t, ht⟩ : ∃ t : ℝ, t = -a / (2 * (b - a)) := ⟨_, rfl⟩
    have htpos : 0 < t := by
      rw [ht]
      exact div_pos (by linarith) hden
    have htone : t ≤ 1 := by
      rw [ht, div_le_one hden]
      linarith
    have hmul : t * (2 * (b - a)) = -a := by
      rw [ht]
      exact div_mul_cancel₀ _ hden.ne'
    have h1 := h t htpos htone
    nlinarith [mul_pos htpos (neg_pos.2 ha)]

/-- If the target `n0` is a ground density of `v`, the drop of `T` from `n0` to the penalty density
`m` is at least the penalty paid and at most the change of the external energy `⟨v, m - n0⟩`. -/
theorem kinetic_drop_bounds {D : Set V} {T : V → ℝ} {v n0 m : V} {lam : ℝ}
    (h0 : IsGroundDensity D T v n0) (hm : IsPenaltyDensity D T lam n0 m) :
    lam / 2 * ‖m - n0‖ ^ 2 ≤ T n0 - T m ∧ T n0 - T m ≤ ⟪v, m - n0⟫_ℝ := by
  constructor
  · have h := hm.2 n0 h0.1
    rw [sub_self, norm_zero] at h
    linarith
  · have h := h0.2 m hm.1
    rw [inner_sub_right]
    linarith

/-- Penalty-inversion error: for `lam > 0` the penalty density lies within `2‖v‖/lam` of the target,
a ground density of `v`, and its `T` is lower by at most `2‖v‖²/lam`. -/
theorem penalty_inversion_error {D : Set V} {T : V → ℝ} {v n0 m : V} {lam : ℝ}
    (hlam : 0 < lam) (h0 : IsGroundDensity D T v n0) (hm : IsPenaltyDensity D T lam n0 m) :
    ‖m - n0‖ ≤ 2 * ‖v‖ / lam ∧ 0 ≤ T n0 - T m ∧ T n0 - T m ≤ 2 * ‖v‖ ^ 2 / lam := by
  obtain ⟨h1, h2⟩ := kinetic_drop_bounds h0 hm
  have h3 := real_inner_le_norm v (m - n0)
  have hd : ‖m - n0‖ ≤ 2 * ‖v‖ / lam :=
    le_div_of_quadratic hlam (norm_nonneg _) (by positivity) (by linarith)
  refine ⟨hd, le_trans (by positivity) h1, ?_⟩
  calc T n0 - T m ≤ ‖v‖ * ‖m - n0‖ := h2.trans h3
    _ ≤ ‖v‖ * (2 * ‖v‖ / lam) := mul_le_mul_of_nonneg_left hd (norm_nonneg _)
    _ = 2 * ‖v‖ ^ 2 / lam := by ring

/-- If all admissible densities have the same particle number `⟨c, n⟩ = N` and the target is a
ground density of `v`, then for `lam > 0` the density error is at most `2‖v - μ • c‖/lam` for every
real `μ`. -/
theorem error_gauge_shift {D : Set V} {T : V → ℝ} {v n0 m c : V} {lam N : ℝ}
    (hlam : 0 < lam) (hc : ∀ n ∈ D, ⟪c, n⟫_ℝ = N)
    (h0 : IsGroundDensity D T v n0) (hm : IsPenaltyDensity D T lam n0 m) (μ : ℝ) :
    ‖m - n0‖ ≤ 2 * ‖v - μ • c‖ / lam := by
  -- the shifted potential has the same ground density
  have hs : IsGroundDensity D T (v - μ • c) n0 := by
    refine ⟨h0.1, fun n hn => ?_⟩
    have h := h0.2 n hn
    rw [inner_sub_left, inner_sub_left, real_inner_smul_left, real_inner_smul_left,
      hc n hn, hc n0 h0.1]
    linarith
  exact (penalty_inversion_error hlam hs hm).1

/-- Penalty densities of a target ground density converge to it as the penalty strength
tends to infinity. -/
theorem penalty_density_tendsto {D : Set V} {T : V → ℝ} {v n0 : V} {m : ℝ → V}
    (h0 : IsGroundDensity D T v n0)
    (hm : ∀ lam : ℝ, 0 < lam → IsPenaltyDensity D T lam n0 (m lam)) :
    Tendsto m atTop (𝓝 n0) := by
  rw [tendsto_iff_norm_sub_tendsto_zero]
  have hlim : Tendsto (fun lam : ℝ => 2 * ‖v‖ / lam) atTop (𝓝 0) :=
    tendsto_const_nhds.div_atTop tendsto_id
  refine squeeze_zero' (Eventually.of_forall fun _ => norm_nonneg _) ?_ hlim
  filter_upwards [eventually_gt_atTop (0 : ℝ)] with lam hlam
  exact (penalty_inversion_error hlam h0 (hm lam hlam)).1

/-- For `T` convex on a convex set of densities, the penalty density is a ground density of
the potential `lam (m - n0)`. -/
theorem penalty_potential {D : Set V} {T : V → ℝ} {n0 m : V} {lam : ℝ}
    (hT : ConvexOn ℝ D T) (hm : IsPenaltyDensity D T lam n0 m) :
    IsGroundDensity D T (lam • (m - n0)) m := by
  refine ⟨hm.1, fun n hn => ?_⟩
  have key : 0 ≤ T n - T m + lam * ⟪m - n0, n - m⟫_ℝ := by
    apply first_order_nonneg (b := lam / 2 * ‖n - m‖ ^ 2)
    intro t ht ht1
    -- compare m with a density on the segment from m to n
    have hmem : (1 - t) • m + t • n ∈ D :=
      hT.1 hm.1 hn (by linarith) ht.le (by ring)
    have hc : T ((1 - t) • m + t • n) ≤ (1 - t) • T m + t • T n :=
      hT.2 hm.1 hn (by linarith) ht.le (by ring)
    simp only [smul_eq_mul] at hc
    have hmin := hm.2 _ hmem
    have hvec : (1 - t) • m + t • n - n0 = (m - n0) + t • (n - m) := by module
    rw [hvec, norm_add_sq_real, real_inner_smul_right, norm_smul, mul_pow,
      Real.norm_eq_abs, sq_abs] at hmin
    refine (mul_nonneg_iff_of_pos_left ht).mp ?_
    linarith
  have e : ⟪lam • (m - n0), n⟫_ℝ - ⟪lam • (m - n0), m⟫_ℝ = lam * ⟪m - n0, n - m⟫_ℝ := by
    rw [← inner_sub_right, real_inner_smul_left]
  linarith

/-- For `lam > 0`, `T` convex on a convex set of densities, and a target that is a ground density of
`v`, the density error is at most `‖v‖/lam` and the drop of `T` at most `‖v‖²/lam`. -/
theorem convex_inversion_error {D : Set V} {T : V → ℝ} {v n0 m : V} {lam : ℝ}
    (hlam : 0 < lam) (hT : ConvexOn ℝ D T)
    (h0 : IsGroundDensity D T v n0) (hm : IsPenaltyDensity D T lam n0 m) :
    ‖m - n0‖ ≤ ‖v‖ / lam ∧ T n0 - T m ≤ ‖v‖ ^ 2 / lam := by
  have h1 := (penalty_potential hT hm).2 n0 h0.1
  have h2 := (kinetic_drop_bounds h0 hm).2
  have h3 := real_inner_le_norm v (m - n0)
  have e : ⟪lam • (m - n0), m⟫_ℝ - ⟪lam • (m - n0), n0⟫_ℝ = lam * ‖m - n0‖ ^ 2 := by
    rw [← inner_sub_right, real_inner_smul_left, real_inner_self_eq_norm_sq]
  have hd : ‖m - n0‖ ≤ ‖v‖ / lam :=
    le_div_of_quadratic hlam (norm_nonneg _) (norm_nonneg _) (by linarith)
  refine ⟨hd, ?_⟩
  calc T n0 - T m ≤ ‖v‖ * ‖m - n0‖ := h2.trans h3
    _ ≤ ‖v‖ * (‖v‖ / lam) := mul_le_mul_of_nonneg_left hd (norm_nonneg _)
    _ = ‖v‖ ^ 2 / lam := by ring

/-- The linear model functional `T(n) = -⟨v, n⟩`. -/
def linearModel (v : V) : V → ℝ := fun n => -⟪v, n⟫_ℝ

/-- For `lam > 0`, the linear model on the two densities `0` and `(2/lam) v` attains both
bounds `2‖v‖/lam` and `2‖v‖²/lam`. -/
theorem error_bounds_sharp (v : V) {lam : ℝ} (hlam : 0 < lam) :
    IsGroundDensity {0, (2 / lam) • v} (linearModel v) v 0 ∧
    IsPenaltyDensity {0, (2 / lam) • v} (linearModel v) lam 0 ((2 / lam) • v) ∧
    ‖(2 / lam) • v - 0‖ = 2 * ‖v‖ / lam ∧
    linearModel v 0 - linearModel v ((2 / lam) • v) = 2 * ‖v‖ ^ 2 / lam := by
  have hnorm : ‖(2 / lam) • v‖ = 2 * ‖v‖ / lam := by
    rw [norm_smul, Real.norm_of_nonneg (by positivity)]
    ring
  have hin : ⟪v, (2 / lam) • v⟫_ℝ = 2 * ‖v‖ ^ 2 / lam := by
    rw [real_inner_smul_right, real_inner_self_eq_norm_sq]
    ring
  have hpen : lam / 2 * (2 * ‖v‖ / lam) ^ 2 = 2 * ‖v‖ ^ 2 / lam := by
    field_simp
  -- both densities have the same penalized energy, namely zero
  have hz : linearModel v ((2 / lam) • v) + lam / 2 * ‖(2 / lam) • v - 0‖ ^ 2 = 0 := by
    rw [sub_zero, hnorm, hpen]
    simp only [linearModel]
    rw [hin]
    ring
  refine ⟨⟨by simp, fun n _ => by simp [linearModel]⟩, ⟨by simp, fun n hn => ?_⟩, ?_, ?_⟩
  · rcases Set.mem_insert_iff.mp hn with h | h
    · rw [hz, h]
      simp [linearModel]
    · exact le_of_eq (by rw [Set.mem_singleton_iff.mp h])
  · rw [sub_zero, hnorm]
  · simp only [linearModel]
    rw [hin, inner_zero_right]
    ring

end PenaltyInversion
```

```lean
#print axioms PenaltyInversion.penalty_inversion_error
-- 'PenaltyInversion.penalty_inversion_error' depends on axioms: [propext, Classical.choice, Quot.sound]
#print axioms PenaltyInversion.penalty_density_tendsto
-- 'PenaltyInversion.penalty_density_tendsto' depends on axioms: [propext, Classical.choice, Quot.sound]
#print axioms PenaltyInversion.convex_inversion_error
-- 'PenaltyInversion.convex_inversion_error' depends on axioms: [propext, Classical.choice, Quot.sound]
#print axioms PenaltyInversion.error_bounds_sharp
-- 'PenaltyInversion.error_bounds_sharp' depends on axioms: [propext, Classical.choice, Quot.sound]
```

## Comparisons, division and a short step

The lemma `kinetic_drop_bounds` contains the two comparisons. Its first part applies `hm.2` to n0 and removes the zero penalty; its second applies `h0.2` to m and splits the inner product of a difference. In both, `linarith` does the rearrangement. The sign of λ plays no role yet.

In `penalty_inversion_error`, `real_inner_le_norm` supplies Cauchy–Schwarz. The division by d is done by `le_div_of_quadratic`, used with a = λ and k = 2‖v‖, which treats d = 0 separately. The final `calc` block inserts the density bound into the estimate for T.

The proof of `error_gauge_shift` shows that n0 is still a ground density for `v - μ • c`, using the common particle number, and then applies the main theorem. For `penalty_density_tendsto`, the distance is squeezed between zero and 2‖v‖/λ. Only large λ matter there, so the values of `m` at λ ≤ 0 can be arbitrary.

The limit t → 0 in the convex argument is replaced by `first_order_nonneg`: if a + tb ≥ 0 for all t in (0, 1], then a ≥ 0. For b ≤ 0 the step t = 1 suffices. For b ≥ 0, suppose a < 0 and take t = −a/(2(b − a)). Then t(b − a) = −a/2, so a + tb = a/2 + ta, which is negative, a contradiction.

In `penalty_potential` this lemma is used with a = T(n) − T(m) + λ⟨m − n0, n − m⟩ and b = (λ/2)‖n − m‖². The hypothesis `hT` provides both facts about the segment: `hT.1` keeps the mixed density in D, and `hT.2` bounds its T. The tactic `module` rewrites the mixed density minus n0 as (m − n0) + t(n − m), `norm_add_sq_real` expands the square, and `mul_nonneg_iff_of_pos_left` carries out the division by t.

The proof of `convex_inversion_error` tests the recovered potential against n0, then repeats the Cauchy–Schwarz step with k = ‖v‖ in place of 2‖v‖. In `error_bounds_sharp`, the auxiliary equation `hz` records that the penalised energy of w is zero, which is the tie found above.
